# Uniqueness of r-term product expansions with two independent factor families and a pairwise independent third

Suppose that a three-party tensor is a sum of r product terms,

T = Σ_s a_s ⊗ b_s ⊗ c_s,

where the a_s are linearly independent, the b_s are linearly independent, and any two of the c_s are linearly independent. Then every expansion of T into r product terms consists of the same terms, possibly in another order. If the state vector of three systems has such an expansion, the vector therefore fixes the product branches among all expansions into r product terms; expansions into more terms are not excluded. An entangled state of two systems that has an expansion into r product terms always has others. The Schmidt decomposition singles out its terms only by also requiring orthogonal factors in both systems, and only if its nonzero coefficients are distinct.

```lean
import Mathlib

open Finset

namespace CanonicalPolyadic

variable {I J K : Type*} {r : ℕ}
```

`I`, `J` and `K` label the basis states of the three systems and may be any sets, finite or not. The number of terms is `r`.

```lean
/-- The components `a i * b j * c k` of the product tensor `a ⊗ b ⊗ c`. -/
def productTerm (a : I → ℂ) (b : J → ℂ) (c : K → ℂ) : I → J → K → ℂ :=
  fun i j k => a i * b j * c k
```

A product tensor is represented by its components a(i) b(j) c(k). The type `I → J → K → ℂ` is that of a complex number depending on three indices.

```lean
/-- The tensor in canonical polyadic form: the sum of the `r` product terms
`a s ⊗ b s ⊗ c s`. -/
def cpTensor (a : Fin r → I → ℂ) (b : Fin r → J → ℂ) (c : Fin r → K → ℂ) :
    I → J → K → ℂ :=
  fun i j k => ∑ s, productTerm (a s) (b s) (c s) i j k
```

This is T(i,j,k) = Σ_s a_s(i) b_s(j) c_s(k). The label s runs over `Fin r`, the numbers 0 to r−1, and `a s` is the vector a_s. Nothing is normalised.

## Contracting the second system

```lean
/-- Linearly independent vectors have dual functionals, each of which gives one on its own
vector and zero on the others. -/
theorem exists_dual {b : Fin r → J → ℂ} (hb : LinearIndependent ℂ b) :
    ∃ φ : Fin r → (J → ℂ) →ₗ[ℂ] ℂ, ∀ s t, φ s (b t) = if t = s then 1 else 0 := by
  obtain ⟨g, hg⟩ := LinearMap.exists_leftInverse_of_injective
    (Finsupp.linearCombination ℂ b) (LinearMap.ker_eq_bot.mpr hb)
  refine ⟨fun s => (Finsupp.lapply s).comp g, fun s t => ?_⟩
  have h : g (b t) = Finsupp.single t 1 := by
    simpa using LinearMap.congr_fun hg (Finsupp.single t 1)
  simp [h, Finsupp.single_apply]
```

For independent b_t there are linear functionals φ_s with φ_s(b_t) = δ_st. The map from coefficient lists to combinations of the b_t is injective, so it has a left inverse `g`; φ_s reads off the s-th coefficient that `g` returns.

```lean
/-- Contracting the second leg of two decompositions of one tensor, the first with independent
`b s`, expresses each `c l k • a l` through the first factors of the other decomposition. -/
theorem contract_second {a a' : Fin r → I → ℂ} {b b' : Fin r → J → ℂ}
    {c c' : Fin r → K → ℂ} (hb : LinearIndependent ℂ b)
    (h : cpTensor a b c = cpTensor a' b' c') :
    ∃ Q : Fin r → Fin r → ℂ, ∀ l k, c l k • a l = ∑ s, (c' s k * Q l s) • a' s := by
  obtain ⟨φ, hφ⟩ := exists_dual hb
  refine ⟨fun l s => φ l (b' s), fun l k => ?_⟩
  ext i
  have h1 : ∑ s, (a s i * c s k) • b s = ∑ s, (a' s i * c' s k) • b' s := by
    ext j
    have h0 : ∑ s, a s i * b s j * c s k = ∑ s, a' s i * b' s j * c' s k :=
      congrFun (congrFun (congrFun h i) j) k
    simp only [Finset.sum_apply, Pi.smul_apply, smul_eq_mul]
    simpa only [mul_right_comm] using h0
  have h2 := congrArg (φ l) h1
  simp only [map_sum, map_smul, smul_eq_mul, hφ, mul_ite, mul_one, mul_zero,
    Finset.sum_ite_eq', Finset.mem_univ, if_true] at h2
  simp only [Finset.sum_apply, Pi.smul_apply, smul_eq_mul]
  rw [mul_comm (c l k), h2]
  exact Finset.sum_congr rfl fun s _ => by ring
```

Let primes denote a second expansion of the same tensor. At fixed i and k, equality of the two expansions is an equation between vectors of the second system:

Σ_s a_s(i) c_s(k) b_s = Σ_s a'_s(i) c'_s(k) b'_s.

Apply φ_l and set Q_ls = φ_l(b'_s). Only s = l survives on the left, so

c_l(k) a_l = Σ_s c'_s(k) Q_ls a'_s for every k. (1)

The matrix Q does not depend on k. In Lean, `congrArg (φ l)` applies the functional to both sides, and `•` is multiplication of a vector by a scalar.

```lean
/-- If the `a s` and the `b s` are linearly independent and no `c s` vanishes, the first
factors of any other `r`-term decomposition are linearly independent too. -/
theorem other_factors_independent {a a' : Fin r → I → ℂ} {b b' : Fin r → J → ℂ}
    {c c' : Fin r → K → ℂ} (ha : LinearIndependent ℂ a) (hb : LinearIndependent ℂ b)
    (hc0 : ∀ s, c s ≠ 0) (h : cpTensor a b c = cpTensor a' b' c') :
    LinearIndependent ℂ a' := by
  obtain ⟨Q, hQ⟩ := contract_second hb h
  have hsub : Submodule.span ℂ (Set.range a) ≤ Submodule.span ℂ (Set.range a') := by
    rw [Submodule.span_le]
    rintro _ ⟨l, rfl⟩
    obtain ⟨k, hk⟩ := Function.ne_iff.mp (hc0 l)
    have hmem : c l k • a l ∈ Submodule.span ℂ (Set.range a') := by
      rw [hQ l k]
      exact Submodule.sum_mem _ fun s _ =>
        Submodule.smul_mem _ _ (Submodule.subset_span ⟨s, rfl⟩)
    exact (Submodule.smul_mem_iff _ hk).mp hmem
  -- r vectors whose span has dimension at least r are independent
  have : FiniteDimensional ℂ (Submodule.span ℂ (Set.range a')) :=
    FiniteDimensional.span_of_finite ℂ (Set.finite_range a')
  rw [linearIndependent_iff_card_le_finrank_span, Set.finrank, ← finrank_span_eq_card ha]
  exact LinearMap.finrank_le_finrank_of_injective (Submodule.inclusion_injective hsub)
```

If c_l ≠ 0, choose k with c_l(k) ≠ 0 and divide (1) by it. Each a_l then lies in the span of the a'_s. That span has dimension at least r and is generated by r vectors, so the a'_s are independent. This is derived; nothing is assumed about the second expansion beyond its number of terms.

## Matching the terms

```lean
/-- Two linearly independent vectors cannot both be parallel to the same nonzero vector. -/
theorem not_both_parallel {u v x : K → ℂ} (huv : LinearIndependent ℂ ![u, v]) {k₀ : K}
    (hx : x k₀ ≠ 0) (hu : ∀ k, u k * x k₀ = u k₀ * x k)
    (hv : ∀ k, v k * x k₀ = v k₀ * x k) : False := by
  rw [LinearIndependent.pair_iff] at huv
  have h1 := huv (v k₀) (-(u k₀)) (by
    ext k
    simp only [Pi.add_apply, Pi.smul_apply, smul_eq_mul, Pi.zero_apply]
    apply mul_right_cancel₀ hx
    linear_combination v k₀ * hu k - u k₀ * hv k)
  have h2 : u = 0 := by
    ext k
    have h3 := hu k
    rw [neg_eq_zero.mp h1.2, zero_mul] at h3
    exact (mul_eq_zero.mp h3).resolve_right hx
  exact one_ne_zero (huv 1 0 (by simp [h2])).1
```

`![u, v]` is the list of the two vectors u and v. The hypotheses `hu` and `hv` say that both are parallel to x, where x(k₀) ≠ 0:

u(k) x(k₀) = u(k₀) x(k), v(k) x(k₀) = v(k₀) x(k).

Multiply the first by v(k₀), the second by u(k₀), and subtract. After cancelling x(k₀), this gives v(k₀) u − u(k₀) v = 0. Independence forces u(k₀) = 0, and the first equation then gives u = 0, a contradiction.

```lean
/-- Uniqueness of the factors: if the `a s` and the `b s` are linearly independent and the
`c s` are nonzero and pairwise independent, any other `r`-term decomposition has the same
factors up to a permutation and scalars of product one. -/
theorem factors_unique {a a' : Fin r → I → ℂ} {b b' : Fin r → J → ℂ}
    {c c' : Fin r → K → ℂ} (ha : LinearIndependent ℂ a) (hb : LinearIndependent ℂ b)
    (hc : ∀ s t, s ≠ t → LinearIndependent ℂ ![c s, c t]) (hc0 : ∀ s, c s ≠ 0)
    (h : cpTensor a b c = cpTensor a' b' c') :
    ∃ σ : Equiv.Perm (Fin r), ∀ s, ∃ x y z : ℂ, a' (σ s) = x • a s ∧
      b' (σ s) = y • b s ∧ c' (σ s) = z • c s ∧ x * y * z = 1 := by
  have ha' := other_factors_independent ha hb hc0 h
  obtain ⟨Q, hQ⟩ := contract_second hb h
  -- a nonzero overlap Q l s forces c l and c' s to be parallel
  have hpar : ∀ l s, Q l s ≠ 0 → ∀ k k', c l k * c' s k' = c l k' * c' s k := by
    intro l s hq k k'
    have h0 : ∑ t, (c l k * (c' t k' * Q l t) - c l k' * (c' t k * Q l t)) • a' t = 0 := by
      simp only [sub_smul, Finset.sum_sub_distrib, mul_smul (c l _), ← Finset.smul_sum]
      rw [← hQ l k, ← hQ l k']
      module
    have h1 : c l k * (c' s k' * Q l s) - c l k' * (c' s k * Q l s) = 0 :=
      Fintype.linearIndependent_iff.mp ha' _ h0 s
    apply mul_right_cancel₀ hq
    linear_combination h1
  have hex : ∀ l, ∃ s k, c' s k * Q l s ≠ 0 := by
    intro l
    by_contra hno
    push Not at hno
    obtain ⟨k, hk⟩ := Function.ne_iff.mp (hc0 l)
    have h0 := hQ l k
    simp only [hno, zero_smul, Finset.sum_const_zero] at h0
    exact (smul_ne_zero hk (ha.ne_zero l)) h0
  choose σ κ hσ using hex
  have hinj : Function.Injective σ := by
    intro l m hlm
    by_contra hne
    have hm := hpar m (σ m) (right_ne_zero_of_mul (hσ m))
    rw [← hlm] at hm
    exact not_both_parallel (hc l m hne) (left_ne_zero_of_mul (hσ l))
      (fun k => hpar l (σ l) (right_ne_zero_of_mul (hσ l)) k (κ l)) (fun k => hm k (κ l))
  obtain ⟨e, he⟩ : ∃ e : Equiv.Perm (Fin r), ∀ l, σ l = e l :=
    ⟨Equiv.ofBijective σ (Finite.injective_iff_bijective.mp hinj), fun _ => rfl⟩
  simp only [he] at hσ
  -- only the matched term survives in the contraction
  have hx : ∀ l, ∃ x : ℂ, a' (e l) = x • a l := by
    intro l
    have h1 : c l (κ l) • a l = (c' (e l) (κ l) * Q l (e l)) • a' (e l) := by
      rw [hQ l (κ l)]
      refine Finset.sum_eq_single (e l) (fun s _ hs => ?_) (fun hn => absurd (mem_univ _) hn)
      obtain ⟨m, rfl⟩ := e.surjective s
      have hz : c' (e m) (κ l) * Q l (e m) = 0 := by
        by_contra hne
        exact not_both_parallel (hc l m (fun hlm => hs (by rw [hlm])))
          (left_ne_zero_of_mul hne)
          (fun k => hpar l (e m) (right_ne_zero_of_mul hne) k (κ l))
          (fun k => hpar m (e m) (right_ne_zero_of_mul (hσ m)) k (κ l))
      rw [hz, zero_smul]
    refine ⟨(c' (e l) (κ l) * Q l (e l))⁻¹ * c l (κ l), ?_⟩
    rw [mul_smul, h1, smul_smul, inv_mul_cancel₀ (hσ l), one_smul]
  choose x hx using hx
  -- independence of the a s isolates the individual terms
  have key : ∀ l j k, b l j * c l k = x l * b' (e l) j * c' (e l) k := by
    intro l j k
    have h0 : ∑ s, (b s j * c s k - x s * b' (e s) j * c' (e s) k) • a s = 0 := by
      ext i
      have h1 : ∑ s, a s i * b s j * c s k = ∑ s, a' s i * b' s j * c' s k :=
        congrFun (congrFun (congrFun h i) j) k
      have h2 := h1.trans (Equiv.sum_comp e (fun s => a' s i * b' s j * c' s k)).symm
      simp only [hx, Pi.smul_apply, smul_eq_mul] at h2
      simp only [Finset.sum_apply, Pi.smul_apply, smul_eq_mul, Pi.zero_apply]
      rw [← sub_eq_zero.mpr h2, ← Finset.sum_sub_distrib]
      exact Finset.sum_congr rfl fun s _ => by ring
    exact sub_eq_zero.mp (Fintype.linearIndependent_iff.mp ha _ h0 l)
  refine ⟨e, fun l => ?_⟩
  obtain ⟨k, hk⟩ := Function.ne_iff.mp (hc0 l)
  have hk' : c l k ≠ 0 := hk
  obtain ⟨z, hz⟩ : ∃ z : ℂ, c' (e l) = z • c l := by
    refine ⟨c' (e l) k / c l k, ?_⟩
    ext m
    rw [Pi.smul_apply, smul_eq_mul, div_mul_eq_mul_div, eq_div_iff hk']
    linear_combination hpar l (e l) (right_ne_zero_of_mul (hσ l)) k m
  have hbl : b l = (x l * z) • b' (e l) := by
    ext j
    have h1 := key l j k
    rw [hz, Pi.smul_apply, smul_eq_mul] at h1
    rw [Pi.smul_apply, smul_eq_mul]
    apply mul_right_cancel₀ hk'
    linear_combination h1
  have hxz : x l * z ≠ 0 := by
    intro h0
    rw [h0, zero_smul] at hbl
    exact hb.ne_zero l hbl
  refine ⟨x l, (x l * z)⁻¹, z, hx l, ?_, hz, ?_⟩
  · rw [hbl, smul_smul, inv_mul_cancel₀ hxz, one_smul]
  · rw [mul_right_comm, mul_inv_cancel₀ hxz]
```

Here all c_s are assumed nonzero, and the conclusion concerns the factors themselves: a permutation σ matches them up to scalars x, y, z with xyz = 1, the usual freedom to rescale within a product. The argument has five steps.

**Parallel vectors (`hpar`).** Take (1) at k' times c_l(k), minus (1) at k times c_l(k'). The left side cancels:

0 = Σ_t [c_l(k) c'_t(k') − c_l(k') c'_t(k)] Q_lt a'_t.

The a'_t are independent, so every coefficient vanishes. Whenever Q_ls ≠ 0, c_l and c'_s are parallel.

**A permutation (`hex`, `hinj`).** For each l, some s and k satisfy c'_s(k) Q_ls ≠ 0; otherwise (1) would give c_l(k) a_l = 0 for all k, although neither vector vanishes. `choose` names such a pair σ(l), κ(l). If σ(l) = σ(m) with l ≠ m, then c_l and c_m are both parallel to the same nonzero vector, which the preceding lemma excludes. An injective map of a finite set to itself is a permutation, called `e` from there on.

**One surviving term (`hx`).** Put k = κ(l) in (1). A nonzero coefficient at s = σ(m), m ≠ l, would again make c_l and c_m parallel to one nonzero vector. Only s = σ(l) remains, so a'_σ(l) = x_l a_l.

**Separate terms (`key`).** Insert this into the equality of the two expansions, reordered by σ:

Σ_s [b_s(j) c_s(k) − x_s b'_σ(s)(j) c'_σ(s)(k)] a_s = 0.

Independence of the a_s makes each bracket zero.

**The scalars.** By the first step c'_σ(l) = z c_l, and the zero bracket becomes b_l = x_l z b'_σ(l). Since b_l ≠ 0, x_l z ≠ 0, and y = 1/(x_l z) completes the triple.

## The product terms

```lean
/-- Uniqueness of the canonical polyadic form: if the `a s` and the `b s` are linearly
independent and the `c s` pairwise independent, any other `r`-term decomposition has the same
product terms up to a permutation. -/
theorem cp_unique {a a' : Fin r → I → ℂ} {b b' : Fin r → J → ℂ}
    {c c' : Fin r → K → ℂ} (ha : LinearIndependent ℂ a) (hb : LinearIndependent ℂ b)
    (hc : ∀ s t, s ≠ t → LinearIndependent ℂ ![c s, c t])
    (h : cpTensor a b c = cpTensor a' b' c') :
    ∃ σ : Equiv.Perm (Fin r), ∀ s,
      productTerm (a' (σ s)) (b' (σ s)) (c' (σ s)) = productTerm (a s) (b s) (c s) := by
  rcases Nat.lt_or_ge r 2 with hr | hr
  · -- a single term is the tensor itself; with no terms there is nothing to match
    have : Subsingleton (Fin r) := Fin.subsingleton_iff_le_one.mpr (by omega)
    refine ⟨1, fun s => ?_⟩
    ext i j k
    have h1 := congrFun (congrFun (congrFun h i) j) k
    simp only [cpTensor] at h1
    rw [Fintype.sum_subsingleton _ s, Fintype.sum_subsingleton _ s] at h1
    exact h1.symm
  · have : Nontrivial (Fin r) := Fin.nontrivial_iff_two_le.mpr hr
    have hc0 : ∀ s, c s ≠ 0 := by
      intro s h0
      obtain ⟨t, ht⟩ := exists_ne s
      exact (hc s t ht.symm).ne_zero 0 h0
    obtain ⟨σ, hσ⟩ := factors_unique ha hb hc hc0 h
    refine ⟨σ, fun s => ?_⟩
    obtain ⟨x, y, z, h1, h2, h3, hxyz⟩ := hσ s
    ext i j k
    simp only [productTerm, h1, h2, h3, Pi.smul_apply, smul_eq_mul]
    linear_combination (a s i * b s j * c s k) * hxyz
```

This is the result stated at the start. `ha`, `hb` and `hc` are the three independence conditions, and `h` says that the two expansions give the same tensor. For r ≥ 2, pairwise independence already excludes a zero c_s, so the previous theorem applies and xyz = 1 makes the products equal. For r ≤ 1 the pairwise condition is empty, but a sum of one term is that term, and for r = 0 there is nothing to match.

The equality in `h` is exact. A decomposition fitted numerically usually reproduces its tensor only approximately, and passing from there to nearly equal terms would need a stability estimate.

## GHZ and Bell-type tensors

```lean
/-- The computational basis vectors of a `d`-level system. -/
def ket (d : ℕ) (s : Fin d) : Fin d → ℂ := Pi.single s 1
```

`ket d s` is |s⟩, with component 1 at s and 0 elsewhere.

```lean
/-- Any expansion of the unnormalised `d`-level GHZ tensor, the sum of `ket s ⊗ ket s ⊗ ket s`,
into `d` product terms consists of these same terms up to a permutation. -/
theorem ghz_unique (d : ℕ) {a' : Fin d → Fin d → ℂ} {b' : Fin d → Fin d → ℂ}
    {c' : Fin d → Fin d → ℂ}
    (h : cpTensor (ket d) (ket d) (ket d) = cpTensor a' b' c') :
    ∃ σ : Equiv.Perm (Fin d), ∀ s, productTerm (a' (σ s)) (b' (σ s)) (c' (σ s)) =
      productTerm (ket d s) (ket d s) (ket d s) := by
  have hk : LinearIndependent ℂ (ket d) := by
    rw [Fintype.linearIndependent_iff]
    intro g hg i
    simpa [ket, Finset.sum_apply, Pi.single_apply] using congrFun hg i
  refine cp_unique hk hk (fun s t hst => ?_) h
  rw [LinearIndependent.pair_iff]
  intro x y hxy
  have h1 := congrFun hxy s
  have h2 := congrFun hxy t
  simp [ket, hst, hst.symm] at h1 h2
  exact ⟨h1, h2⟩
```

The tensor Σ_s |s⟩|s⟩|s⟩ has only one expansion into d product terms, up to order. The proof checks that the kets are independent, as a family and in pairs, and applies `cp_unique`. For d ≥ 1 the normalised GHZ state is this tensor divided by √d, and its terms carry the same factor.

```lean
/-- With both third factors equal to the same nonzero vector `u`, uniqueness fails: a Bell-type
tensor has two two-term decompositions that no permutation relates. -/
theorem parallel_not_unique {u : K → ℂ} (hu : u ≠ 0) :
    cpTensor ![![1, 0], ![0, 1]] ![![1, 0], ![0, 1]] (fun _ : Fin 2 => u) =
      cpTensor ![![1, 1], ![1, -1]] ![![1 / 2, 1 / 2], ![1 / 2, -1 / 2]] (fun _ => u) ∧
    ¬ ∃ σ : Equiv.Perm (Fin 2), ∀ s,
      productTerm ((![![1, 1], ![1, -1]] : Fin 2 → Fin 2 → ℂ) (σ s))
        ((![![1 / 2, 1 / 2], ![1 / 2, -1 / 2]] : Fin 2 → Fin 2 → ℂ) (σ s)) u =
      productTerm ((![![1, 0], ![0, 1]] : Fin 2 → Fin 2 → ℂ) s)
        ((![![1, 0], ![0, 1]] : Fin 2 → Fin 2 → ℂ) s) u := by
  constructor
  · ext i j k
    fin_cases i <;> fin_cases j <;>
      simp [cpTensor, productTerm, Fin.sum_univ_two] <;> ring
  · rintro ⟨σ, h⟩
    obtain ⟨k, hk⟩ := Function.ne_iff.mp hu
    have hk' : u k ≠ 0 := hk
    -- the off-diagonal component distinguishes the terms
    have h1 := congrFun (congrFun (congrFun (h 0) 0) 1) k
    generalize σ 0 = t at h1
    fin_cases t <;> simp [productTerm, hk'] at h1

end CanonicalPolyadic
```

Now let both third factors be the same nonzero u. With |±⟩ = (|0⟩ ± |1⟩)/√2,

(|0⟩|0⟩ + |1⟩|1⟩) ⊗ u = (|+⟩|+⟩ + |−⟩|−⟩) ⊗ u.

The code uses the unnormalised vectors (1, ±1) and puts the factor 1/2 into the second system. No permutation relates the two expansions: the component (0, 1, k) of |0⟩|0⟩ ⊗ u is zero, while those of the new terms are ±u(k)/2, nonzero for a suitable k. Requiring the third factors merely to be nonzero is therefore too weak for uniqueness.

```lean
#print axioms CanonicalPolyadic.factors_unique
#print axioms CanonicalPolyadic.ghz_unique
#print axioms CanonicalPolyadic.parallel_not_unique
```

```
'CanonicalPolyadic.factors_unique' depends on axioms: [propext, Classical.choice, Quot.sound]
'CanonicalPolyadic.ghz_unique' depends on axioms: [propext, Classical.choice, Quot.sound]
'CanonicalPolyadic.parallel_not_unique' depends on axioms: [propext, Classical.choice, Quot.sound]
```
